# For a continuous particle shape of compact support, the harmonics of the total grid charge over one cell are the shape's Fourier integrals

A single particle with a real shape function `W` deposits charge on a one-dimensional grid of unit spacing. The total deposited, Σₖ W(x + k), can vary with the particle's position, −x, though for some shapes it is constant. The lemma `cell_harmonic` says that for every integer m the integral of this total times exp(−2πimx) over 0 ≤ x ≤ 1 equals the integral of W(x) exp(−2πimx) over the whole line. `W` is assumed continuous and compactly supported, but it need not be normalised, positive or symmetric. The proof takes from `exists_periodic_charge` a continuous function on the unit circle that agrees with the deposited charge and has the right-hand integrals as its Fourier coefficients. It then writes the coefficient as an integral over one cell and compares the two integrands point by point.

In Lean, a first try:

```lean
import Mathlib

open MeasureTheory
open scoped Real

namespace CellHarmonic

noncomputable section

/-- Total charge deposited on the integer grid by a unit particle of shape `W` located at `-x`, so
that node `k` receives `W (x + k)`. If the sum does not converge, Lean gives it the value 0. -/
def gridCharge (W : ℝ → ℝ) (x : ℝ) : ℝ := ∑' k : ℤ, W (x + k)

/-- Shape factor: the Fourier integral of `W` at the reciprocal grid point `m`. -/
def shapeFactor (W : ℝ → ℝ) (m : ℤ) : ℂ :=
  ∫ x : ℝ, (W x : ℂ) * Complex.exp (-2 * π * Complex.I * m * x)

/-- A compactly supported shape reaches only finitely many grid nodes, and the same
finite set serves all displacements of size at most `r`. -/
theorem finite_reach {W : ℝ → ℝ} (hs : HasCompactSupport W) (r : ℝ) :
    ∃ s : Finset ℤ, ∀ k ∉ s, ∀ x : ℝ, |x| ≤ r → W (x + k) = 0 := by
  obtain ⟨R, hR⟩ := hs.isCompact.isBounded.subset_closedBall (0 : ℝ)
  refine ⟨Finset.Icc (-⌈R + r⌉) ⌈R + r⌉, fun k hk x hx => ?_⟩
  by_contra h
  have h1 := hR (subset_tsupport W h)
  rw [Metric.mem_closedBall, Real.dist_eq, sub_zero] at h1
  rw [abs_le] at hx h1
  have hc := Int.le_ceil (R + r)
  have a : ((-⌈R + r⌉ : ℤ) : ℝ) ≤ (k : ℝ) := by
    rw [Int.cast_neg]
    linarith [hx.2, h1.1]
  have b : (k : ℝ) ≤ (⌈R + r⌉ : ℝ) := by linarith [hx.1, h1.2]
  exact hk (Finset.mem_Icc.mpr ⟨Int.cast_le.mp a, Int.cast_le.mp b⟩)

/-- For a continuous compactly supported shape, the deposited charge is a continuous
function on the unit circle whose Fourier coefficients are the shape factors. -/
theorem exists_periodic_charge {W : ℝ → ℝ} (hW : Continuous W) (hs : HasCompactSupport W) :
    ∃ F : C(UnitAddCircle, ℂ), (∀ x : ℝ, F (x : UnitAddCircle) = (gridCharge W x : ℂ)) ∧
      ∀ m : ℤ, fourierCoeff F m = shapeFactor W m := by
  let f : C(ℝ, ℂ) := ⟨fun x => (W x : ℂ), Complex.continuous_ofReal.comp hW⟩
  -- on every compact set only finitely many translates are nonzero
  have hn : ∀ K : TopologicalSpace.Compacts ℝ, Summable fun n : ℤ =>
      ‖(f.comp (ContinuousMap.addRight (n : ℝ))).restrict K‖ := by
    intro K
    obtain ⟨r, hr⟩ := K.isCompact.isBounded.subset_closedBall (0 : ℝ)
    obtain ⟨s, hs'⟩ := finite_reach hs r
    refine (hasSum_sum_of_ne_finset_zero (s := s) fun k hk => ?_).summable
    refine norm_eq_zero.mpr (ContinuousMap.ext fun x => ?_)
    have hx := hr x.2
    rw [Metric.mem_closedBall, Real.dist_eq, sub_zero] at hx
    change ((W (x.1 + k) : ℝ) : ℂ) = 0
    rw [hs' k hk x.1 hx, Complex.ofReal_zero]
  let F : C(UnitAddCircle, ℂ) :=
    ⟨(f.periodic_tsum_comp_add_zsmul 1).lift, continuous_coinduced_dom.mpr (map_continuous _)⟩
  refine ⟨F, fun x => ?_, fun m => ?_⟩
  · have h1 := (ContinuousMap.hasSum_apply
      (ContinuousMap.summable_of_locally_summable_norm hn).hasSum x).tsum_eq
    have h2 : F (x : UnitAddCircle) =
        (∑' n : ℤ, f.comp (ContinuousMap.addRight (n • (1 : ℝ)))) x := rfl
    rw [h2, gridCharge, Complex.ofReal_tsum]
    simp only [zsmul_one]
    exact h1.symm
  · refine (Real.fourierCoeff_tsum_comp_add hn m).trans ?_
    rw [Real.fourier_real_eq_integral_exp_smul, shapeFactor]
    refine integral_congr_ae (Filter.Eventually.of_forall fun x => ?_)
    change Complex.exp _ * (W x : ℂ) = (W x : ℂ) * Complex.exp _
    rw [mul_comm]
    congr 2
    push_cast
    ring

/-- The `m`-th harmonic of the deposited charge over one grid cell is the shape factor
at `m`, for a continuous compactly supported shape. -/
theorem cell_harmonic {W : ℝ → ℝ} (hW : Continuous W) (hs : HasCompactSupport W) (m : ℤ) :
    ∫ x in (0 : ℝ)..1, (gridCharge W x : ℂ) * Complex.exp (-2 * π * Complex.I * m * x)
      = shapeFactor W m := by
  obtain ⟨F, hF, hc⟩ := exists_periodic_charge hW hs
  rw [← hc m, fourierCoeff_eq_intervalIntegral _ m 0]
  simp only [zero_add, div_one, one_smul, hF, fourier_coe_apply, smul_eq_mul]
  refine intervalIntegral.integral_congr fun x _ => ?_
  dsimp only
  rw [mul_comm]
  congr 2
  push_cast
  ring

end

end CellHarmonic
```

Compiling this gives:

```
Main.lean:81:2: error: `dsimp` made no progress
```

Diagnosis. The message says that `dsimp only` found nothing to simplify, which Lean treats as an error. Given no lemmas, `dsimp only` can do little more than basic reductions, such as turning `(fun x => f x) a` into `f a`. Such a step is sometimes needed after a congruence lemma like `intervalIntegral.integral_congr`, whose hypothesis is about two functions applied to a point. Here the `refine` line had already introduced the point `x` and left a plain equation between the two integrands at `x`, with no `fun` applied to an argument left to reduce.

The repair deletes the `dsimp only` line. The goal passes unchanged to `rw [mul_comm]`, and the remaining steps, which are the same as before, finish the proof. The statement and the mathematical argument are untouched.

The change, after which it compiles:

```diff
@@ -79,5 +79,4 @@
   simp only [zero_add, div_one, one_smul, hF, fourier_coe_apply, smul_eq_mul]
   refine intervalIntegral.integral_congr fun x _ => ?_
-  dsimp only
   rw [mul_comm]
   congr 2
```
